# Full Wick contractions weighted by crossings and nestings sum to a product

Take all full contractions of 2n ordered operators. Give each one a factor q for every pair of arcs that cross and q² for every pair that are nested. In any commutative semiring, the weights add up to

Σ q^(cr + 2ne) = ∏_{k<n} (1 + q + … + q^(2k)).

In a commutative ring one may set q = −1, and then the fermionic signs (−1)^cr of all full contractions add up to 1.

## Contractions as arc diagrams

Wick's theorem writes the vacuum expectation value of a product of free-field operators as a sum over full contractions. Each full contraction pairs off all the operators and contributes a product of two-operator expectation values. For fermions it also carries the sign (−1)^cr, where cr is the number of crossings.

Number the positions 0, 1, …, m−1 and let f(a) be the partner of a. A full contraction is then a map f with f(f(a)) = a and f(a) ≠ a. Drawing an arc between partners, we count

crossings cr: pairs a < b < f(a) < f(b),
nestings ne: pairs a < b < f(b) < f(a).

Four operators have three full contractions. Pairing 01|23 has weight 1, 02|13 has one crossing and weight q, and 03|12 has one nesting and weight q². The total is 1 + q + q², as the formula says for n = 2. With weight q^cr alone the total would be 2 + q, so the factor for nestings matters.

## An arc over j operators adds j to the exponent

Start from a full contraction of m operators. Put a new operator in front of all of them, insert a second one with exactly j old operators before it, where 0 ≤ j ≤ m, and join the two new operators by an arc. The old operators keep their order and their partners, so crossings and nestings among old arcs are unchanged.

No old arc starts to the left of the new one. An old arc with one end under the new arc therefore crosses it, an old arc with both ends under it is nested in it, and any other old arc does neither. If c old arcs cross the new arc and d are nested in it, counting the old operators under the new arc gives

c + 2d = j.

Hence cr + 2ne grows by exactly j, whatever the old contraction was.

## The recurrence and its product

Every full contraction of m + 2 operators arises exactly once in this way: the partner of position 0 fixes j, and removing that arc leaves the old contraction. Writing W(m) for the weighted sum, we get

W(m+2) = (1 + q + … + q^m) W(m).

For no operators there is one contraction, the empty one, so W(0) = 1. Induction gives the product formula for W(2n).

At q = 1 the factors are 1, 3, 5, …, 2n−1, and their product is the number of full contractions. At q = −1 each factor is an alternating sum with an odd number of terms,

1 − 1 + 1 − … + 1 = 1,

while q^(2ne) = 1. So the signs (−1)^cr add up to 1, and contractions with an even number of crossings outnumber those with an odd number by one.

Both values have a simple physical reading. For one bosonic mode with annihilation operator A, x = A + A† has ⟨x²⟩ = 1 in the vacuum, and ⟨x^(2n)⟩ is the number of full contractions. For one fermionic mode with annihilation operator C, γ = C + C† satisfies γ² = 1, so ⟨γ^(2n)⟩ = 1 is the sum of the signs.

## What the Lean statements say

`pairings m` is the finite set of maps `Fin m → Fin m` that are fixed-point-free involutions; `Fin m` is the set of positions 0, …, m−1. `crossings` and `nestings` count ordered pairs of positions satisfying the inequalities above. Both positions are necessarily left ends of arcs, so each pair of arcs is counted once.

`wickSum q m` is W(m), and `wickSum_eq_prod` is the product formula for every natural number n, including 0. Here q is any element of a commutative semiring. `sum_fermionic_sign` asks for a commutative ring, since it needs −1. `card_pairings` and `card_even_eq_card_odd_add_one` are statements about natural numbers.

The theorems concern the combinatorics of contractions. Operators, states and the values of individual contractions do not appear, and Wick's theorem itself is not derived. In electronic-structure work, the count and the sign sum can serve as checks on a program that enumerates full contractions of a single operator string, before vanishing contractions are discarded.

## The complete Lean file

```lean
import Mathlib

open Finset

namespace WickPairingCount

/-- The full contractions of `m` ordered operators: fixed-point-free involutions of the
positions. -/
def pairings (m : ℕ) : Finset (Fin m → Fin m) :=
  univ.filter fun f => ∀ i, f (f i) = i ∧ f i ≠ i

/-- The number of crossing pairs of arcs, `a < b < f a < f b`. -/
def crossings {m : ℕ} (f : Fin m → Fin m) : ℕ :=
  (univ.filter fun p : Fin m × Fin m => p.1 < p.2 ∧ p.2 < f p.1 ∧ f p.1 < f p.2).card

/-- The number of nested pairs of arcs, `a < b < f b < f a`. -/
def nestings {m : ℕ} (f : Fin m → Fin m) : ℕ :=
  (univ.filter fun p : Fin m × Fin m => p.1 < p.2 ∧ p.2 < f p.2 ∧ f p.2 < f p.1).card

/-- The sum over all full contractions of `m` operators, with weight `q` for each crossing
and `q ^ 2` for each nesting. -/
def wickSum {R : Type*} [CommSemiring R] (q : R) (m : ℕ) : R :=
  ∑ f ∈ pairings m, q ^ (crossings f + 2 * nestings f)

/-- The new position of the old operator `k` after one operator is put in front of all others
and another is inserted at `j.succ`. -/
def place {m : ℕ} (j : Fin (m + 1)) (k : Fin m) : Fin (m + 2) := (j.succAbove k).succ

/-- Add to a contraction `f` an arc from the first position to the position `j.succ`. -/
def addArc {m : ℕ} (j : Fin (m + 1)) (f : Fin m → Fin m) : Fin (m + 2) → Fin (m + 2) :=
  Fin.cons (α := fun _ => Fin (m + 2)) j.succ
    (Fin.insertNth (α := fun _ => Fin (m + 2)) j 0 fun k => place j (f k))

/-- Inserting two operators keeps the order of the old ones. -/
theorem place_strictMono {m : ℕ} (j : Fin (m + 1)) : StrictMono (place j) :=
  fun _ _ h => Fin.succ_lt_succ_iff.2 (Fin.strictMono_succAbove j h)

/-- Each position is the first one, the position `j.succ`, or that of an old operator. -/
theorem position_cases {m : ℕ} (j : Fin (m + 1)) (x : Fin (m + 2)) :
    x = 0 ∨ x = j.succ ∨ ∃ k, x = place j k := by
  by_cases h0 : x = 0
  · exact Or.inl h0
  · obtain ⟨y, rfl⟩ := Fin.exists_succ_eq.2 h0
    by_cases hy : y = j
    · exact Or.inr (Or.inl (by rw [hy]))
    · obtain ⟨k, hk⟩ := Fin.exists_succAbove_eq hy
      exact Or.inr (Or.inr ⟨k, by rw [place, hk]⟩)

/-- The new arc joins the first position to `j.succ`, and the old operators keep their
partners. -/
theorem addArc_apply {m : ℕ} (j : Fin (m + 1)) (f : Fin m → Fin m) :
    addArc j f 0 = j.succ ∧ addArc j f j.succ = 0 ∧
      ∀ k, addArc j f (place j k) = place j (f k) := by
  refine ⟨rfl, ?_, fun k => ?_⟩
  · simp [addArc]
  · simp [addArc, place]

/-- Old arcs with one end under the new arc, plus twice those with both ends under it,
add up to the number `j` of operators under the new arc. -/
theorem sum_under_arc {m : ℕ} (j : Fin (m + 1)) {f : Fin m → Fin m} (hf : f ∈ pairings m) :
    (∑ k, if place j k < j.succ ∧ j.succ < place j (f k) then 1 else 0) +
      2 * (∑ k, if k < f k ∧ place j (f k) < j.succ then 1 else 0) = (j : ℕ) := by
  have hf' : ∀ i, f (f i) = i ∧ f i ≠ i := (Finset.mem_filter.1 hf).2
  have hinv : Function.Involutive f := fun i => (hf' i).1
  -- count each arc from its other end
  have hswap : (∑ k, if k < f k ∧ place j (f k) < j.succ then 1 else 0) =
      ∑ k, if f k < k ∧ place j k < j.succ then 1 else 0 := by
    rw [← Equiv.sum_comp (hinv.toPerm f)
      (fun k => if f k < k ∧ place j k < j.succ then 1 else 0)]
    refine Finset.sum_congr rfl fun k _ => ?_
    change _ = if f (f k) < f k ∧ place j (f k) < j.succ then 1 else 0
    rw [(hf' k).1]
  have hcount : (∑ k, if place j k < j.succ then 1 else 0) = (j : ℕ) := by
    have h := Fin.sum_univ_succAbove (fun i => if i < j then 1 else 0) j
    have hc : (∑ i : Fin (m + 1), if i < j then 1 else 0) = (j : ℕ) := by
      rw [← Finset.card_filter]
      have hI : (univ.filter fun i : Fin (m + 1) => i < j) = Finset.Iio j := by
        ext i
        simp
      rw [hI, Fin.card_Iio]
    simp only [lt_self_iff_false, if_false, zero_add] at h
    simp only [place, Fin.succ_lt_succ_iff]
    exact h.symm.trans hc
  rw [two_mul]
  nth_rewrite 2 [hswap]
  rw [← hcount, ← Finset.sum_add_distrib, ← Finset.sum_add_distrib]
  refine Finset.sum_congr rfl fun k _ => ?_
  have hne : ∀ l, (place j l).val ≠ j.succ.val := fun l h =>
    Fin.succAbove_ne j l (Fin.succ_injective _ (Fin.ext h))
  have h1 := hne k
  have h2 := hne (f k)
  have h3 : k.val ≠ (f k).val := fun h => (hf' k).2 (Fin.ext h.symm)
  have h4 : (place j k).val < (place j (f k)).val ↔ k.val < (f k).val :=
    (place_strictMono j).lt_iff_lt
  have h5 : (place j (f k)).val < (place j k).val ↔ (f k).val < k.val :=
    (place_strictMono j).lt_iff_lt
  simp only [Fin.lt_def]
  split_ifs <;> omega

/-- Adding an arc from the first position over `j` operators raises
crossings plus twice nestings by `j`. -/
theorem weight_addArc {m : ℕ} (j : Fin (m + 1)) {f : Fin m → Fin m} (hf : f ∈ pairings m) :
    crossings (addArc j f) + 2 * nestings (addArc j f) =
      j + (crossings f + 2 * nestings f) := by
  obtain ⟨h0, h1, h2⟩ := addArc_apply j f
  have split : ∀ F : Fin (m + 2) → ℕ,
      ∑ x, F x = F 0 + (F j.succ + ∑ k, F (place j k)) := fun F => by
    rw [Fin.sum_univ_succ, Fin.sum_univ_succAbove _ j]
    rfl
  have hz : ∀ x : Fin (m + 2), ¬ x < 0 := fun x => not_lt.2 (Fin.zero_le x)
  have hp : ∀ k, 0 < place j k := fun k => Fin.succ_pos _
  have hc : crossings (addArc j f) =
      (∑ k, if place j k < j.succ ∧ j.succ < place j (f k) then 1 else 0) + crossings f := by
    simp only [crossings, Finset.card_filter, Fintype.sum_prod_type, split, h0, h1, h2,
      (place_strictMono j).lt_iff_lt, hz, hp, false_and, and_false,
      true_and, if_false, Finset.sum_const_zero, zero_add]
  have hn : nestings (addArc j f) =
      (∑ k, if k < f k ∧ place j (f k) < j.succ then 1 else 0) + nestings f := by
    simp only [nestings, Finset.card_filter, Fintype.sum_prod_type, split, h0, h1, h2,
      (place_strictMono j).lt_iff_lt, hz, hp, false_and, and_false,
      true_and, if_false, Finset.sum_const_zero, zero_add]
  have h := sum_under_arc j hf
  rw [hc, hn]
  linarith

/-- Two further operators multiply the weighted sum over contractions by
`1 + q + ... + q ^ m`. -/
theorem wickSum_add_two {R : Type*} [CommSemiring R] (q : R) (m : ℕ) :
    wickSum q (m + 2) = (∑ i ∈ range (m + 1), q ^ i) * wickSum q m := by
  unfold wickSum
  rw [Finset.sum_range, Finset.sum_mul_sum, ← Finset.sum_product']
  symm
  refine Finset.sum_bij (fun p _ => addArc p.1 p.2) ?_ ?_ ?_ ?_
  · rintro ⟨j, f⟩ hp
    have hf := (Finset.mem_filter.1 (Finset.mem_product.1 hp).2).2
    obtain ⟨h0, h1, h2⟩ := addArc_apply j f
    refine Finset.mem_filter.2 ⟨Finset.mem_univ _, fun x => ?_⟩
    dsimp only at hf ⊢
    rcases position_cases j x with rfl | rfl | ⟨k, rfl⟩
    · rw [h0, h1]
      exact ⟨rfl, Fin.succ_ne_zero j⟩
    · rw [h1, h0]
      exact ⟨rfl, (Fin.succ_ne_zero j).symm⟩
    · rw [h2, h2, (hf k).1]
      exact ⟨rfl, fun h => (hf k).2 ((place_strictMono j).injective h)⟩
  · rintro ⟨j, f⟩ _ ⟨j', f'⟩ _ h
    dsimp only at h
    have hj : j = j' := by
      have h0 := congrFun h 0
      rw [(addArc_apply j f).1, (addArc_apply j' f').1] at h0
      exact Fin.succ_injective _ h0
    subst hj
    have hff : f = f' := by
      funext k
      have hk := congrFun h (place j k)
      rw [(addArc_apply j f).2.2, (addArc_apply j f').2.2] at hk
      exact (place_strictMono j).injective hk
    rw [hff]
  · -- remove the arc that starts at the first operator
    intro g hg
    have hg' : ∀ i, g (g i) = i ∧ g i ≠ i := (Finset.mem_filter.1 hg).2
    obtain ⟨j, hj⟩ := Fin.exists_succ_eq.2 (hg' 0).2
    have hk : ∀ k, ∃ l, place j l = g (place j k) := by
      intro k
      have e := (hg' (place j k)).1
      rcases position_cases j (g (place j k)) with h | h | ⟨l, h⟩
      · rw [h, ← hj] at e
        exact absurd (Fin.succ_injective _ e).symm (Fin.succAbove_ne j k)
      · rw [h, hj, (hg' 0).1] at e
        exact absurd e.symm (Fin.succ_ne_zero _)
      · exact ⟨l, h.symm⟩
    choose f hf using hk
    have hfp : f ∈ pairings m := by
      refine Finset.mem_filter.2 ⟨Finset.mem_univ _, fun k => ⟨?_, fun h => ?_⟩⟩
      · apply (place_strictMono j).injective
        rw [hf, hf, (hg' _).1]
      · apply (hg' (place j k)).2
        rw [← hf, h]
    refine ⟨(j, f), Finset.mem_product.2 ⟨Finset.mem_univ _, hfp⟩, ?_⟩
    obtain ⟨h0, h1, h2⟩ := addArc_apply j f
    funext x
    dsimp only
    rcases position_cases j x with rfl | rfl | ⟨k, rfl⟩
    · rw [h0, hj]
    · rw [h1, hj, (hg' 0).1]
    · rw [h2, hf]
  · rintro ⟨j, f⟩ hp
    dsimp only
    rw [weight_addArc j (Finset.mem_product.1 hp).2]
    exact (pow_add q _ _).symm

/-- The sum of `q ^ (crossings + 2 * nestings)` over all full contractions of `2 * n` operators
is the product of `1 + q + ... + q ^ (2 * k)` over `k < n`. -/
theorem wickSum_eq_prod {R : Type*} [CommSemiring R] (q : R) (n : ℕ) :
    wickSum q (2 * n) = ∏ k ∈ range n, ∑ i ∈ range (2 * k + 1), q ^ i := by
  induction n with
  | zero => simp [wickSum, pairings, crossings, nestings]
  | succ n ih =>
    rw [show 2 * (n + 1) = 2 * n + 2 from rfl, wickSum_add_two, ih,
      Finset.prod_range_succ, mul_comm]

/-- The number of full contractions of `2 * n` operators is the product of the first `n`
odd numbers. -/
theorem card_pairings (n : ℕ) : (pairings (2 * n)).card = ∏ k ∈ range n, (2 * k + 1) := by
  simpa [wickSum] using wickSum_eq_prod (1 : ℕ) n

/-- The fermionic signs `(-1) ^ crossings` of all full contractions of `2 * n` operators
add up to one. -/
theorem sum_fermionic_sign {R : Type*} [CommRing R] (n : ℕ) :
    ∑ f ∈ pairings (2 * n), (-1 : R) ^ crossings f = 1 := by
  have hs : ∀ k : ℕ, ∑ i ∈ range (2 * k + 1), (-1 : R) ^ i = 1 := by
    intro k
    induction k with
    | zero => simp
    | succ k ih =>
      rw [show 2 * (k + 1) + 1 = 2 * k + 1 + 1 + 1 from rfl, Finset.sum_range_succ,
        Finset.sum_range_succ, ih, pow_succ (-1 : R) (2 * k + 1)]
      ring
  have h := wickSum_eq_prod (-1 : R) n
  rw [Finset.prod_congr rfl (fun k _ => hs k), Finset.prod_const_one] at h
  -- a nesting has weight `(-1) ^ 2 = 1`
  refine Eq.trans (Finset.sum_congr rfl fun f _ => ?_) h
  rw [pow_add, pow_mul, neg_one_sq, one_pow, mul_one]

/-- Full contractions with an even number of crossings outnumber those with an odd number
by exactly one. -/
theorem card_even_eq_card_odd_add_one (n : ℕ) :
    ((pairings (2 * n)).filter fun f => Even (crossings f)).card =
      ((pairings (2 * n)).filter fun f => ¬ Even (crossings f)).card + 1 := by
  have h := sum_fermionic_sign (R := ℤ) n
  rw [← Finset.sum_filter_add_sum_filter_not _ (fun f => Even (crossings f)),
    Finset.sum_congr rfl (fun f hf => (Finset.mem_filter.1 hf).2.neg_one_pow),
    Finset.sum_congr (s₁ := (pairings (2 * n)).filter fun f => ¬ Even (crossings f)) rfl
      (fun f hf => (Nat.not_even_iff_odd.1 (Finset.mem_filter.1 hf).2).neg_one_pow),
    Finset.sum_const, Finset.sum_const, nsmul_eq_mul, nsmul_eq_mul] at h
  omega

end WickPairingCount
```

```lean
#print axioms WickPairingCount.wickSum_eq_prod
#print axioms WickPairingCount.card_pairings
#print axioms WickPairingCount.card_even_eq_card_odd_add_one
```

```
'WickPairingCount.wickSum_eq_prod' depends on axioms: [propext, Classical.choice, Quot.sound]
'WickPairingCount.card_pairings' depends on axioms: [propext, Classical.choice, Quot.sound]
'WickPairingCount.card_even_eq_card_odd_add_one' depends on axioms: [propext, Classical.choice, Quot.sound]
```

## Inserting an arc with `succAbove`

The proof turns on Mathlib's `Fin.succAbove`. For `j : Fin (m + 1)`, the map `j.succAbove` embeds `Fin m` into `Fin (m + 1)` in increasing order and leaves out exactly j: values below j stay put, the others move up by one. `place j k` applies this map and then shifts by one more to make room for the new first operator. The partner of position 0 is `j.succ`, at position j + 1, so j old operators lie under the arc.

Two properties of this map carry the argument. It preserves order (`place_strictMono`), so inequalities between old operators survive the insertion. Its image misses only one point, so every new position is 0, `j.succ` or some `place j k` (`position_cases`). The matching sum rule `Fin.sum_univ_succAbove` splits off the term at j from a sum over positions.

`addArc` builds the new contraction, and `addArc_apply` records its values on the three kinds of position.

## How the proof follows the counting

`sum_under_arc` is the identity c + 2d = j. Its first sum counts crossing arcs by the end under the new arc, and its second counts nested arcs by their left end. The step `hswap` recounts one copy of the second sum by right ends. Now each operator under the new arc is counted once: its partner lies beyond the arc, or under it to the right, or under it to the left. `omega` checks this case distinction for each k.

`weight_addArc` splits the sums over pairs of positions into parts according to the three kinds of position. Only two parts survive: pairs of old positions, which reproduce the old count, and pairs of position 0 with an old position, which count crossings or nestings with the new arc. The previous lemma then gives the increase j.

`wickSum_add_two` proves the recurrence. It writes the product of the two sums as a sum over pairs (j, f) and applies `Finset.sum_bij`, which asks for four things: `addArc` gives a full contraction, different pairs give different results, every full contraction is reached, and the weights agree. For the third, the proof reads j off the partner of position 0 and shows that old positions are paired among themselves.

`wickSum_eq_prod` is the induction on n. `card_pairings` sets q = 1 in the natural numbers. `sum_fermionic_sign` evaluates each factor at −1 by a short induction and removes the nesting weight. The last theorem splits the sign sum over the integers into even and odd crossing numbers.

## Partial contractions

The same insertion handles contractions that leave some operators unpaired. Let s count the pairs consisting of an unpaired operator and an arc above it, and let T(m) be the sum of q^(cr + 2ne + s) over all partial contractions of m operators, including the one with no arcs. The first operator is either unpaired, and then lies under no arc, or is joined to a partner over j operators, which again adds j to the exponent. Therefore

T(m+2) = T(m+1) + (1 + q + … + q^m) T(m), with T(0) = T(1) = 1.

At q = −1 the weight is (−1)^(cr + s), the sign of a partial contraction in the fermionic Wick expansion. This recurrence is argued here only informally; the file treats full contractions.
